# The phonon-line weights exp(−S) Sⁿ/n! sum to one

The theorem says that the weights exp(−S) Sⁿ/n! of the n-phonon lines, with n running over 0, 1, 2, …, sum to 1. The weights are defined by this formula, not derived from a Hamiltonian, and S, the Huang-Rhys factor, may be any real number, though for negative S some weights are negative. The proof takes the power series of exp(S), multiplies it term by term by exp(−S), and uses `convert` to match the result with the claim. Two things should then remain to be shown: that the terms agree, and that exp(−S) exp(S) = 1.

As first written in Lean, the proof fails:

```lean
import Mathlib

open Complex

namespace WeightHasSum

noncomputable section

/-- The weight `exp(-S) S^n / n!` of the `n`-phonon line at Huang-Rhys factor `S`. -/
def weight (S : ℝ) (n : ℕ) : ℝ := Real.exp (-S) * S ^ n / (n.factorial : ℝ)

/-- The line weights sum to one. -/
theorem weight_hasSum (S : ℝ) : HasSum (weight S) 1 := by
  have h : HasSum (fun n : ℕ => S ^ n / (n.factorial : ℝ)) (Real.exp S) := by
    rw [Real.exp_eq_exp_ℝ]
    exact NormedSpace.expSeries_div_hasSum_exp S
  convert h.mul_left (Real.exp (-S)) using 1
  · funext n
    simp only [weight]
    ring
  · rw [← Real.exp_add]
    simp

end

end WeightHasSum
```

The error:

```
Main.lean:18:4: error: Tactic `apply` failed: could not unify the conclusion of `@funext`
  ?f = ?g
with the goal
  Real.instAddCommMonoid =
    CommRing.toNonUnitalCommRing.toNonUnitalNonAssocCommRing.toNonUnitalNonAssocSemiring.toAddCommMonoid

Note: The full type of `@funext` is
  ∀ {α : Sort ?u.24} {β : α → Sort ?u.23} {f g : (x : α) → β x}, (∀ (x : α), f x = g x) → f = g

case e'_3
S : ℝ
h : HasSum (fun n => S ^ n / ↑n.factorial) (Real.exp S)
⊢ Real.instAddCommMonoid =
    CommRing.toNonUnitalCommRing.toNonUnitalNonAssocCommRing.toNonUnitalNonAssocSemiring.toAddCommMonoid
Main.lean:21:8: error: Tactic `rewrite` failed: Did not find an occurrence of the pattern
  Real.exp ?x * Real.exp ?y
in the target expression
  weight S = fun i => Real.exp (-S) * (S ^ i / ↑i.factorial)

case e'_5
S : ℝ
h : HasSum (fun n => S ^ n / ↑n.factorial) (Real.exp S)
⊢ weight S = fun i => Real.exp (-S) * (S ^ i / ↑i.factorial)
Main.lean:13:55: error: unsolved goals
case e'_6
S : ℝ
h : HasSum (fun n => S ^ n / ↑n.factorial) (Real.exp S)
⊢ 1 = Real.exp (-S) * Real.exp S
```

Cause. `convert` left three goals where the proof has two bullets. The extra one, which comes first, asks that two forms of the additive structure on the reals be equal: `Real.instAddCommMonoid`, from the theorem's statement, and one reached through `CommRing`, from `h.mul_left`. `convert` did not close this goal by itself.

All three errors follow from that. The first bullet applies `funext` to an equation between structures, not functions. The second, written for the product of exponentials, gets the equation between the terms, where `Real.exp_add` read backwards finds no product of two exponentials to rewrite. The third goal, `1 = Real.exp (-S) * Real.exp S`, has no bullet left and stays unsolved.

The repair first states the multiplied series as `k`, with its type written out. Lean then picks the additive structure for `k` as it does for the theorem, and accepts `h.mul_left _` as a proof because the two forms are equal by definition. With `convert k using 1` the extra goal is gone, and the old bullets meet the goals they were written for.

After these edits no error is left:

```diff
@@ -15,5 +15,7 @@
     rw [Real.exp_eq_exp_ℝ]
     exact NormedSpace.expSeries_div_hasSum_exp S
-  convert h.mul_left (Real.exp (-S)) using 1
+  have k : HasSum (fun n : ℕ => Real.exp (-S) * (S ^ n / (n.factorial : ℝ)))
+      (Real.exp (-S) * Real.exp S) := h.mul_left _
+  convert k using 1
   · funext n
     simp only [weight]
```
